# Leading-order energy errors of a penalty functional near idempotent occupations

Take one level of energy $k$, measured from the chemical potential, with occupation $x$. A penalty of strength $a$ drives $x$ towards 0 or 1:

$$\Omega(x) = kx + a\,x^2(1-x)^2 .$$

At a stationary point the derivative vanishes:

$$k + 2a\,x(1-x)(1-2x) = 0, \qquad\text{so}\qquad a x = -\frac{k}{2(1-x)(1-2x)}$$

when $x$ is close to 0. Along a sequence of stationary points $x_n \to 0$ with strengths $a_n$, the denominator tends to 2, and $a_n x_n \to -k/2$. The level is not quite empty: its occupation is about $-k/(2a)$, which is negative for a level above the chemical potential.

## The occupation shift and three energy limits

Let finitely many levels have energies $\varepsilon_i$, measured from the chemical potential, and real occupations $f_i$. Define

$$E(f)=\sum_i \varepsilon_i f_i,\qquad P(f)=\sum_i f_i^2(1-f_i)^2,\qquad \Omega_a(f)=E(f)+aP(f).$$

Let $o$ be an idempotent pattern, meaning that each $o_i$ is 0 or 1. Suppose that $f_n$ is stationary for $\Omega_{a_n}$ and that $f_{n,i}\to o_i$ for every level. Then

- $a_n(f_{n,i}-o_i)\to -\varepsilon_i/2$;
- $a_n\,(E(f_n)-E(o))\to -\sum_i \varepsilon_i^2/2$;
- $a_n\,(\Omega_{a_n}(f_n)-E(o))\to -\sum_i \varepsilon_i^2/4$;
- $a_n^2\,(E(f_n)+2a_nP(f_n)-E(o))\to \sum_i (2o_i-1)\,\varepsilon_i^3/4$.

The last line is the correction: adding the penalty term once more to the penalised energy removes the error of order $1/a$.

## Reading energies from a run at finite penalty strength

A linear-scaling code that imposes idempotency through the smooth penalty $aP$ works at finite $a$, so its converged density matrix is only nearly idempotent. For non-interacting electrons at a fixed chemical potential, with a density matrix diagonal in the eigenbasis of the Hamiltonian, the limits say how $E$, $\Omega_a$ and the corrected energy depend on $a$. All three are counted with levels measured from the chemical potential. Once $a$ is large, doubling it roughly halves the error of $E$ or $\Omega_a$, while the error of the corrected energy falls by about a factor of four, provided that the relevant limit is non-zero and the run stays near the same pattern.

The correction costs almost nothing, because $aP$ has already been evaluated. For the ground-state pattern, with levels below the chemical potential filled and those above it empty, the last limit is $-\sum_i|\varepsilon_i|^3/4$, so the corrected energy approaches its target from below unless all $\varepsilon_i$ vanish.

## From one cubic equation to the energy errors

Only the terms of level $i$ depend on $f_i$, so stationarity is one cubic equation per level:

$$\varepsilon_i+2a f_i(1-f_i)(1-2f_i)=0. \tag{1}$$

Write $d_i=f_i-o_i$ and $c_i=1-o_i-f_i$. For both $o_i=0$ and $o_i=1$, direct substitution gives $f_i(1-f_i)=d_ic_i$. Equation (1) becomes

$$a\,d_i\,q_i=-\varepsilon_i,\qquad q_i=2c_i(1-2f_i).$$

As $f_i\to o_i$, $q_i\to 2(1-2o_i)^2=2$. Division by $q_i$ gives the occupation shift.

The band-energy error is $\sum_i\varepsilon_i d_i$. Multiplied by $a$, it tends to $\sum_i\varepsilon_i(-\varepsilon_i/2)$.

For the penalised functional, the penalty adds $a\,d_i^2c_i^2$ per level. Multiplied by $a$, this is $(a d_i)^2c_i^2\to\varepsilon_i^2/4$, since $c_i^2\to1$. The sum per level is $-\varepsilon_i^2/2+\varepsilon_i^2/4=-\varepsilon_i^2/4$.

A second penalty term cancels the remainder at this order. To find what is left, use (1) to eliminate $\varepsilon_i$ from the corrected error of one level:

$$\varepsilon_i d_i+2a d_i^2c_i^2
=2a d_i^2c_i\,\bigl[c_i-(1-2f_i)\bigr]
=2a d_i^3c_i .$$

Multiplied by $a^2$, this is $2(a d_i)^3c_i$, which tends to $2(-\varepsilon_i/2)^3(1-2o_i)=(2o_i-1)\varepsilon_i^3/4$.

Such stationary points exist near every idempotent pattern once $a>0$ and $a\ge 8|\varepsilon_i|$ for all $i$. For an empty level with $k=\varepsilon_i$, put $t=2|k|/a\le 1/4$. At $x=-t$ the left side of (1) is $k-4|k|(1+t)(1+2t)\le0$. At $x=t$ it is $k+4|k|(1-t)(1-2t)\ge k+\tfrac32|k|\ge0$. By the intermediate value theorem there is a root with $|x|\le t$. For a filled level, solve the empty-level equation with $-\varepsilon_i$ and set $f_i=1-x$.

## The Lean definitions and proofs

```lean
import Mathlib

open Filter Topology

namespace PenaltyFunctionalCorrection

noncomputable section

variable {ι : Type*} [Fintype ι]

/-- Band energy of occupations `f` in levels of energy `ε`, measured from the chemical potential. -/
def bandEnergy (ε f : ι → ℝ) : ℝ := ∑ i, ε i * f i

/-- Idempotency penalty, which vanishes when every occupation is 0 or 1. -/
def penalty (f : ι → ℝ) : ℝ := ∑ i, f i ^ 2 * (1 - f i) ^ 2

/-- Penalised energy functional with penalty strength `a`. -/
def penalised (ε : ι → ℝ) (a : ℝ) (f : ι → ℝ) : ℝ := bandEnergy ε f + a * penalty f

/-- Corrected energy: the penalised functional with the penalty term added once more. -/
def corrected (ε : ι → ℝ) (a : ℝ) (f : ι → ℝ) : ℝ := penalised ε a f + a * penalty f

/-- The occupations `f` are stationary: each partial derivative of the penalised functional
vanishes. -/
def IsStationary [DecidableEq ι] (ε : ι → ℝ) (a : ℝ) (f : ι → ℝ) : Prop :=
  ∀ i, HasDerivAt (fun t => penalised ε a (Function.update f i t)) 0 (f i)

/-- The derivative of the penalised functional with respect to one occupation. -/
theorem penalised_hasDerivAt [DecidableEq ι] (ε : ι → ℝ) (a : ℝ) (f : ι → ℝ) (i : ι) :
    HasDerivAt (fun t => penalised ε a (Function.update f i t))
      (ε i + 2 * a * (f i * (1 - f i) * (1 - 2 * f i))) (f i) := by
  -- only the term of level `i` depends on the varied occupation
  have hsplit : ∀ t, penalised ε a (Function.update f i t) =
      (ε i * t + a * (t * t * ((1 - t) * (1 - t)))) +
        ∑ j ∈ Finset.univ.erase i, (ε j * f j + a * (f j ^ 2 * (1 - f j) ^ 2)) := by
    intro t
    have h1 : penalised ε a (Function.update f i t) =
        ∑ j, (ε j * Function.update f i t j +
          a * (Function.update f i t j ^ 2 * (1 - Function.update f i t j) ^ 2)) := by
      simp only [penalised, bandEnergy, penalty, Finset.mul_sum, Finset.sum_add_distrib]
    rw [h1, ← Finset.add_sum_erase _ _ (Finset.mem_univ i)]
    refine congrArg₂ (· + ·) ?_ (Finset.sum_congr rfl fun j hj => ?_)
    · simp only [Function.update_self]
      ring
    · simp only [Function.update_of_ne (Finset.ne_of_mem_erase hj)]
  have h0 := hasDerivAt_id' (f i)
  have h1 := h0.const_sub 1
  have h := (h0.const_mul (ε i)).fun_add
    (((h0.fun_mul h0).fun_mul (h1.fun_mul h1)).const_mul a)
  have hd : HasDerivAt (fun t : ℝ => ε i * t + a * (t * t * ((1 - t) * (1 - t))))
      (ε i + 2 * a * (f i * (1 - f i) * (1 - 2 * f i))) (f i) :=
    h.congr_deriv (by ring)
  exact (hd.add_const _).congr_of_eventuallyEq (Eventually.of_forall hsplit)

/-- Stationarity is one cubic equation for each occupation. -/
theorem isStationary_iff [DecidableEq ι] (ε : ι → ℝ) (a : ℝ) (f : ι → ℝ) :
    IsStationary ε a f ↔ ∀ i, ε i + 2 * a * (f i * (1 - f i) * (1 - 2 * f i)) = 0 :=
  ⟨fun h i => (penalised_hasDerivAt ε a f i).unique (h i),
    fun h i => (penalised_hasDerivAt ε a f i).congr_deriv (h i)⟩

/-- If stationary occupations converge to an idempotent pattern `o`, the deviation of each
occupation, multiplied by the penalty strength, tends to minus half the level energy. -/
theorem occupation_shift [DecidableEq ι] {ε o : ι → ℝ} {a : ℕ → ℝ} {f : ℕ → ι → ℝ}
    (ho : ∀ i, o i = 0 ∨ o i = 1) (hs : ∀ n, IsStationary ε (a n) (f n))
    (hf : ∀ i, Tendsto (fun n => f n i) atTop (𝓝 (o i))) (i : ι) :
    Tendsto (fun n => a n * (f n i - o i)) atTop (𝓝 (-ε i / 2)) := by
  -- factor the deviation out of the derivative of the penalty
  obtain ⟨q, hqc, hqo, hq⟩ : ∃ q : ℝ → ℝ, Continuous q ∧ q (o i) = 2 ∧
      ∀ y, 2 * (y * (1 - y) * (1 - 2 * y)) = (y - o i) * q y := by
    rcases ho i with h | h <;> rw [h]
    · exact ⟨fun y => 2 * (1 - y) * (1 - 2 * y), by fun_prop, by norm_num, fun y => by ring⟩
    · exact ⟨fun y => 2 * y * (2 * y - 1), by fun_prop, by norm_num, fun y => by ring⟩
  have hlim : Tendsto (fun n => q (f n i)) atTop (𝓝 2) := by
    have h := (hqc.tendsto (o i)).comp (hf i)
    rw [hqo] at h
    exact h
  have hdiv : Tendsto (fun n => -ε i / q (f n i)) atTop (𝓝 (-ε i / 2)) :=
    tendsto_const_nhds.div hlim two_ne_zero
  refine hdiv.congr' ?_
  filter_upwards [hlim.eventually_ne two_ne_zero] with n hn
  rw [div_eq_iff hn]
  linear_combination -((isStationary_iff ε (a n) (f n)).1 (hs n) i) + a n * hq (f n i)

/-- If stationary occupations converge to an idempotent pattern `o`, the differences of the band
energy and of the penalised functional from the band energy of `o`, each multiplied by the penalty
strength, tend to minus the sum of `ε i ^ 2 / 2` and minus the sum of `ε i ^ 2 / 4`. -/
theorem leading_energy_errors [DecidableEq ι] {ε o : ι → ℝ} {a : ℕ → ℝ} {f : ℕ → ι → ℝ}
    (ho : ∀ i, o i = 0 ∨ o i = 1) (hs : ∀ n, IsStationary ε (a n) (f n))
    (hf : ∀ i, Tendsto (fun n => f n i) atTop (𝓝 (o i))) :
    Tendsto (fun n => a n * (bandEnergy ε (f n) - bandEnergy ε o)) atTop
      (𝓝 (-∑ i, ε i ^ 2 / 2)) ∧
    Tendsto (fun n => a n * (penalised ε (a n) (f n) - bandEnergy ε o)) atTop
      (𝓝 (-∑ i, ε i ^ 2 / 4)) := by
  have hshift := occupation_shift ho hs hf
  constructor
  · have h : Tendsto (fun n => ∑ i, ε i * (a n * (f n i - o i))) atTop
        (𝓝 (∑ i, ε i * (-ε i / 2))) :=
      tendsto_finsetSum _ fun i _ => (hshift i).const_mul (ε i)
    have e : -∑ i, ε i ^ 2 / 2 = ∑ i, ε i * (-ε i / 2) := by
      rw [← Finset.sum_neg_distrib]
      exact Finset.sum_congr rfl fun i _ => by ring
    rw [e]
    refine h.congr fun n => ?_
    simp only [bandEnergy, ← Finset.sum_sub_distrib, Finset.mul_sum]
    exact Finset.sum_congr rfl fun i _ => by ring
  · have h : Tendsto (fun n => ∑ i, (ε i * (a n * (f n i - o i)) +
        (a n * (f n i - o i)) ^ 2 * (1 - o i - f n i) ^ 2)) atTop
        (𝓝 (∑ i, (ε i * (-ε i / 2) + (-ε i / 2) ^ 2 * (1 - o i - o i) ^ 2))) :=
      tendsto_finsetSum _ fun i _ => ((hshift i).const_mul (ε i)).add
        (((hshift i).pow 2).mul (((hf i).const_sub (1 - o i)).pow 2))
    have e : -∑ i, ε i ^ 2 / 4 =
        ∑ i, (ε i * (-ε i / 2) + (-ε i / 2) ^ 2 * (1 - o i - o i) ^ 2) := by
      rw [← Finset.sum_neg_distrib]
      refine Finset.sum_congr rfl fun i _ => ?_
      rcases ho i with h | h <;> rw [h] <;> ring
    rw [e]
    refine h.congr fun n => ?_
    simp only [penalised, bandEnergy, penalty, Finset.mul_sum, ← Finset.sum_add_distrib,
      ← Finset.sum_sub_distrib]
    refine Finset.sum_congr rfl fun i _ => ?_
    rcases ho i with h | h <;> rw [h] <;> ring

/-- If stationary occupations converge to an idempotent pattern `o`, the difference of the corrected
energy from the band energy of `o`, multiplied by the square of the penalty strength, has a finite
limit, cubic in the level energies. -/
theorem corrected_energy_error [DecidableEq ι] {ε o : ι → ℝ} {a : ℕ → ℝ} {f : ℕ → ι → ℝ}
    (ho : ∀ i, o i = 0 ∨ o i = 1) (hs : ∀ n, IsStationary ε (a n) (f n))
    (hf : ∀ i, Tendsto (fun n => f n i) atTop (𝓝 (o i))) :
    Tendsto (fun n => a n ^ 2 * (corrected ε (a n) (f n) - bandEnergy ε o)) atTop
      (𝓝 (∑ i, (2 * o i - 1) * ε i ^ 3 / 4)) := by
  have h : Tendsto (fun n => ∑ i, 2 * ((a n * (f n i - o i)) ^ 3 * (1 - o i - f n i))) atTop
      (𝓝 (∑ i, 2 * ((-ε i / 2) ^ 3 * (1 - o i - o i)))) :=
    tendsto_finsetSum _ fun i _ => (((occupation_shift ho hs hf i).pow 3).mul
      ((hf i).const_sub (1 - o i))).const_mul 2
  have e : ∑ i, (2 * o i - 1) * ε i ^ 3 / 4 = ∑ i, 2 * ((-ε i / 2) ^ 3 * (1 - o i - o i)) :=
    Finset.sum_congr rfl fun i _ => by ring
  rw [e]
  refine h.congr fun n => ?_
  simp only [corrected, penalised, bandEnergy, penalty, Finset.mul_sum,
    ← Finset.sum_add_distrib, ← Finset.sum_sub_distrib]
  refine Finset.sum_congr rfl fun i _ => ?_
  -- stationarity removes the term of first order
  have hst := (isStationary_iff ε (a n) (f n)).1 (hs n) i
  rcases ho i with h | h <;> rw [h]
  · linear_combination -(a n ^ 2 * f n i) * hst
  · linear_combination -(a n ^ 2 * (f n i - 1)) * hst

/-- For a sufficiently strong penalty, the cubic equation of one level has a root near zero
occupation. -/
theorem exists_root_near_zero (k : ℝ) {a : ℝ} (ha : 0 < a) (hk : 8 * |k| ≤ a) :
    ∃ x, |x| ≤ 2 * |k| / a ∧ k + 2 * a * (x * (1 - x) * (1 - 2 * x)) = 0 := by
  obtain ⟨t, ht⟩ : ∃ t, t = 2 * |k| / a := ⟨_, rfl⟩
  have hat : a * t = 2 * |k| := by rw [ht]; field_simp
  have ht0 : 0 ≤ t := by rw [ht]; positivity
  have ht1 : t ≤ 1 / 4 := by rw [ht, div_le_iff₀ ha]; linarith
  have hc : Continuous (fun x : ℝ => k + 2 * a * (x * (1 - x) * (1 - 2 * x))) := by fun_prop
  -- the derivative is at most zero at `-t` and at least zero at `t`
  have hlo : k + 2 * a * (-t * (1 - -t) * (1 - 2 * -t)) ≤ 0 := by
    have e : k + 2 * a * (-t * (1 - -t) * (1 - 2 * -t)) =
        k - 4 * |k| - 4 * (|k| * (3 * t + 2 * t ^ 2)) := by
      linear_combination (-2 * (1 + t) * (1 + 2 * t)) * hat
    have hp : 0 ≤ |k| * (3 * t + 2 * t ^ 2) := by positivity
    rw [e]
    linarith [le_abs_self k, abs_nonneg k]
  have hhi : 0 ≤ k + 2 * a * (t * (1 - t) * (1 - 2 * t)) := by
    have e : k + 2 * a * (t * (1 - t) * (1 - 2 * t)) =
        k + |k| + 4 * (|k| * (3 / 4 - 3 * t + 2 * t ^ 2)) := by
      linear_combination (2 * (1 - t) * (1 - 2 * t)) * hat
    have hp : 0 ≤ |k| * (3 / 4 - 3 * t + 2 * t ^ 2) :=
      mul_nonneg (abs_nonneg k) (by nlinarith [sq_nonneg t])
    rw [e]
    linarith [neg_abs_le k]
  obtain ⟨x, hx, hx0⟩ := intermediate_value_Icc (by linarith : -t ≤ t) hc.continuousOn
    (Set.mem_Icc.2 ⟨hlo, hhi⟩)
  exact ⟨x, ht ▸ abs_le.2 ⟨hx.1, hx.2⟩, hx0⟩

/-- For a sufficiently strong penalty, every idempotent pattern has stationary occupations near it,
with the occupation of each level `i` within `2 * |ε i| / a` of its entry in the pattern. -/
theorem exists_stationary_near [DecidableEq ι] {ε o : ι → ℝ} {a : ℝ}
    (ho : ∀ i, o i = 0 ∨ o i = 1) (ha : 0 < a) (hε : ∀ i, 8 * |ε i| ≤ a) :
    ∃ f, IsStationary ε a f ∧ ∀ i, |f i - o i| ≤ 2 * |ε i| / a := by
  have h : ∀ i, ∃ x, |x - o i| ≤ 2 * |ε i| / a ∧
      ε i + 2 * a * (x * (1 - x) * (1 - 2 * x)) = 0 := by
    intro i
    rcases ho i with h | h <;> rw [h]
    · obtain ⟨x, hx, hx0⟩ := exists_root_near_zero (ε i) ha (hε i)
      exact ⟨x, by rwa [sub_zero], hx0⟩
    · -- particle-hole symmetry maps a filled level to an empty one
      obtain ⟨y, hy, hy0⟩ := exists_root_near_zero (-ε i) ha (by rw [abs_neg]; exact hε i)
      refine ⟨1 - y, ?_, by linear_combination -hy0⟩
      rw [abs_neg] at hy
      rwa [show 1 - y - 1 = -y by ring, abs_neg]
  choose f hf hf0 using h
  exact ⟨f, (isStationary_iff ε a f).2 hf0, hf⟩

end

end PenaltyFunctionalCorrection
```

```lean
#print axioms PenaltyFunctionalCorrection.leading_energy_errors
#print axioms PenaltyFunctionalCorrection.corrected_energy_error
#print axioms PenaltyFunctionalCorrection.exists_stationary_near
```

```
'PenaltyFunctionalCorrection.leading_energy_errors' depends on axioms: [propext, Classical.choice, Quot.sound]
'PenaltyFunctionalCorrection.corrected_energy_error' depends on axioms: [propext, Classical.choice, Quot.sound]
'PenaltyFunctionalCorrection.exists_stationary_near' depends on axioms: [propext, Classical.choice, Quot.sound]
```

The finite type `ι` labels the levels, and `ε`, `f` and `o` are real functions on it. `bandEnergy`, `penalty` and `penalised` are $E$, $P$ and $\Omega_a$; `corrected` is $E+2aP$. In `IsStationary`, `Function.update f i t` replaces the occupation of level `i` by `t` and leaves the others alone, and `HasDerivAt` requires the resulting function of one variable to have derivative zero at `f i`. The hypotheses `ho`, `hs` and `hf` state that `o` is idempotent, that every `f n` is stationary for `a n`, and that each occupation converges to its entry in `o`.

`penalised_hasDerivAt` separates the varied level from the constant rest and differentiates; `isStationary_iff` turns the result into (1). `occupation_shift` proves the first limit, and `leading_energy_errors` sums it over levels with `tendsto_finsetSum`. In `corrected_energy_error`, `linear_combination` uses (1) to carry out the elimination that leaves $2a d_i^3c_i$. `exists_root_near_zero` is the intermediate-value argument, and `exists_stationary_near` extends it to all levels by the particle-hole map $x\mapsto1-x$.

### Dividing only where the cofactor is non-zero

The proof of `occupation_shift` turns on `Tendsto.congr'`, which transfers a limit from one sequence to another that agrees with it eventually. The identity $a_n(f_{n,i}-o_i)=-\varepsilon_i/q(f_{n,i})$ needs a non-zero cofactor, and when $\varepsilon_i=0$ early members of the sequence may violate that: for an empty level, $q$ vanishes at $x=1/2$ and at $x=1$, which are then stationary.

The proof first finds the limit of the quotient, `hdiv`. Since $q(f_{n,i})\to2$, the expression `hlim.eventually_ne two_ne_zero` says that the cofactor is non-zero from some index on. `filter_upwards` restricts the comparison to those indices, where `div_eq_iff` clears the denominator and `linear_combination` closes the identity using stationarity and the factorisation. No bound on the starting index has to be computed.

## Half-filled stationary points and the range of the limits

Idempotency of the limiting pattern is essential. Take one level with $\varepsilon=1$ and the non-idempotent limit $o=1/2$, and set

$$d_n=\frac1{n+3},\qquad f_n=\frac12+d_n,\qquad a_n=\frac1{d_n(1-4d_n^2)} .$$

Equation (1) reads $1-a_nd_n(1-4d_n^2)=0$, so every $f_n$ is stationary, and $f_n\to1/2$. Yet $a_n(f_n-o)=1/(1-4d_n^2)\to1$, not $-1/2$. For large $n$ these points are local maxima of $\Omega_{a_n}$, so a small gradient alone does not show that a run has reached a nearly idempotent solution.

Nor do the limits select the ground state. They hold for any idempotent pattern, and stationary points exist near all of them when the penalty is strong enough. A code still has to establish that it has reached the intended one.

The theorems are asymptotic: they give leading coefficients, but no bound on the energy error at a given $a$. The existence theorem does bound the occupations at finite $a$, by $|f_i-o_i|\le2|\varepsilon_i|/a$, but only for the stationary point that it constructs.

The model has fixed level energies and a fixed chemical potential, with no constraint on the electron number. Summing the occupation shifts shows that the electron number itself deviates by about $-\sum_i\varepsilon_i/(2a)$. If the band energy is counted from another zero, it changes by a multiple of the electron number, and the corrected energy then keeps an error of order $1/a$ unless $\sum_i\varepsilon_i=0$. Self-consistent changes of the Hamiltonian, truncation of the density matrix and incomplete minimisation are absent, and each can add errors that the correction does not remove.
